# Darwin and spin–orbit terms in the double commutator of α·p with an electrostatic potential

For a Dirac particle with commuting momenta $p_j$ and a potential energy $V$ that acts alike on all spinor components,

$$[\alpha\cdot p,[\alpha\cdot p,V]]=\sum_k[p_k,[p_k,V]]-2i\,\boldsymbol\Sigma\cdot(G\times p),\qquad G_j=[p_j,V].$$

Here $\alpha_i$ are the Dirac matrices and $\Sigma_k=-i\alpha_i\alpha_j$, with $i,j,k$ cyclic, is twice the spin in units of $\hbar$. When an electron moves slowly in a static electric field, its relativistic corrections include $-1/(8m^2c^2)$ times this double commutator, with $m$ the mass and $c$ the speed of light. The first term then gives the Darwin correction and the second the spin–orbit coupling used in electronic structure, here for one particle in an external potential. The reduction that supplies the prefactor is taken as known.

## Operators and the five conditions on them

The operators are elements of a ring `A`, later a complex algebra, which may be infinite-dimensional. Indices run over 0, 1, 2 for $x,y,z$, and index addition is modulo 3.

In Lean 4 with Mathlib:

```lean
import Mathlib

open Complex

namespace DarwinSpinOrbit

noncomputable section

variable {A : Type*} [Ring A]

/-- The commutator `[a, b] = a b - b a`. -/
def comm (a b : A) : A := a * b - b * a

/-- The kinetic operator `α·p` of the Dirac Hamiltonian. -/
def kinetic (α p : Fin 3 → A) : A := ∑ i, α i * p i
```

The name `grad` stands for $G$, which contains the factor $-i$: for $p_j=-i\partial_j$ (with $\hbar=1$), $G_j=-i\,\partial_jV$. The cross product keeps its factors in order, because $G$ and $p$ need not commute.

```lean
/-- The operator gradient of the potential, `G_j = [p_j, V]`. -/
def grad (p : Fin 3 → A) (V : A) (j : Fin 3) : A := comm (p j) V

/-- The cross product of two vector operators, with the order of factors kept;
indices are cyclic modulo 3. -/
def cross (a b : Fin 3 → A) (k : Fin 3) : A :=
  a (k + 1) * b (k + 2) - a (k + 2) * b (k + 1)
```

The structure below collects the hypotheses. Its "scalar potential" is the electrostatic one, not a Lorentz scalar, which would carry the matrix $\beta=\mathrm{diag}(1,1,-1,-1)$. Hermiticity is not required.

```lean
/-- The algebra of a Dirac particle in a scalar potential: the `α_i` are anticommuting
involutions, the momenta commute with each other, and `p_j` and `V` commute with every `α_i`. -/
structure DiracPotential (α p : Fin 3 → A) (V : A) : Prop where
  sq : ∀ i, α i * α i = 1
  anti : ∀ i j, i ≠ j → α i * α j = -(α j * α i)
  p_comm : ∀ i j, p i * p j = p j * p i
  α_p : ∀ i j, α i * p j = p j * α i
  α_V : ∀ i, α i * V = V * α i
```

In each counter-example below, the other four conditions hold. The $\alpha_i$ are the usual $4\times4$ matrices and $p_j=-i\partial_j$, unless other choices are given.

## `α_V`: the potential does not act on the spinor index

An electrostatic potential multiplies all four components by the same function. This lets $V$ pass $\alpha_j$ in the inner commutator:

$$[\alpha\cdot p,V]=\sum_j(\alpha_jp_jV-V\alpha_jp_j)=\sum_j\alpha_j(p_jV-Vp_j)=\sum_j\alpha_jG_j.$$

In `comm_kinetic` the auxiliary equation `h` is this exchange, applied term by term. The condition is used again in the main theorem, to show that $G_j$ commutes with every $\alpha_i$.

Without it, take $V=\beta$, which anticommutes with every $\alpha_i$, and the numbers $p_0=1$, $p_1=p_2=0$. The left side of the identity is $4\beta$ and the right side is 0, so commuting with the momenta is not enough.

```lean
/-- The inner commutator is `[α·p, V] = α·G` when `V` commutes with every `α_i`. -/
theorem comm_kinetic {α p : Fin 3 → A} {V : A} (hV : ∀ i, α i * V = V * α i) :
    comm (kinetic α p) V = ∑ j, α j * grad p V j := by
  unfold comm kinetic
  rw [Finset.sum_mul, Finset.mul_sum, ← Finset.sum_sub_distrib]
  refine Finset.sum_congr rfl fun j _ => ?_
  have h : V * (α j * p j) = α j * (V * p j) := by
    rw [← mul_assoc, ← hV, mul_assoc]
  rw [h, grad, comm, mul_sub, mul_assoc]
```

## `p_comm`: the gradient has no curl

Kinetic momenta commute when there is no magnetic field. By the Jacobi identity,

$$[p_i,G_j]-[p_j,G_i]=[[p_i,p_j],V]=0.$$

The proof of `grad_curl_free` multiplies the relation $p_ip_j=p_jp_i$ by $V$ on the right and on the left, and subtracts.

The calculation needs only that $[p_i,p_j]$ commutes with $V$. This also holds for kinetic momenta in a magnetic field when $V$ is a function of position. The identity can fail when $[p_i,p_j]$ does not commute with $V$. Let Pauli matrices $\tau$ act on an additional two-dimensional factor, with $p_0=\tau_x$, $p_1=\tau_y$, $p_2=0$ and $V=\tau_x$. The left side then exceeds the right by $\alpha_0\alpha_1[[p_0,p_1],V]=-4\alpha_0\alpha_1\tau_y$.

```lean
/-- For commuting momenta the gradient of a potential is curl-free:
`[p_i, G_j] = [p_j, G_i]`. -/
theorem grad_curl_free {p : Fin 3 → A} (V : A) (hp : ∀ i j, p i * p j = p j * p i)
    (i j : Fin 3) : comm (p i) (grad p V j) = comm (p j) (grad p V i) := by
  unfold grad comm
  linear_combination (norm := noncomm_ring) hp i j * V - V * hp i j
```

## `α_p`: the momenta do not act on the spinor index

The Dirac matrices are constant and each momentum acts alike on all components. In the outer commutator the matrices can therefore be collected on the left:

$$[\alpha\cdot p,\alpha\cdot G]=\sum_{i,j}\bigl(\alpha_i\alpha_j\,p_iG_j-\alpha_j\alpha_i\,G_jp_i\bigr).$$

In `comm_kinetic_field` this is the work of `slide`, with its two uses `s1` and `s2`.

Without the condition, take $p_0=\beta$, $p_1=p_2=0$ and $V=\gamma_5=-i\alpha_0\alpha_1\alpha_2$. This $V$ commutes with every $\alpha_i$, but $\beta$ does not. The left side is $-4\gamma_5$ and the right side is $+4\gamma_5$.

## `sq`: the Darwin term has unit weight

The relation $\alpha_i^2=1$ is part of what makes $(\alpha\cdot p)^2=p^2$ for a free particle. It reduces the terms with $i=j$ to $\sum_i[p_i,G_i]$, the Darwin part. In the proof, `simp` does this with `hsq`.

A common nonzero value of the squares is not enough. If every $\alpha_i$ is doubled, the left side and the spin–orbit term both grow fourfold, but the Darwin term stays as it was. For $V=x_0^2$ the two sides then differ by $3\cdot(-2)=-6$.

## `anti`: the unequal terms pair into a cross product

Anticommutation removes the mixed products from $(\alpha\cdot p)^2$ when the momenta commute. Here it combines the terms $(i,j)$ and $(j,i)$. For $i,j,k$ cyclic they add up to

$$\alpha_i\alpha_j\,(p_iG_j-p_jG_i+G_jp_i-G_ip_j).$$

The absence of curl gives $p_iG_j-p_jG_i=G_jp_i-G_ip_j$, so the sum is

$$-2\alpha_i\alpha_j(G_ip_j-G_jp_i)=-2i\,\Sigma_k(G\times p)_k,$$

since $\alpha_i\alpha_j=i\Sigma_k$. Adding the three pairs gives the spin–orbit part.

Without anticommutation, set every $\alpha_i=1$ and $V=x_0x_1$. Applied to the constant function 1, the left side gives $-2$. The right side gives 0, because $\sum_k\partial_k^2V=0$ and $p$ annihilates constants.

```lean
variable [Algebra ℂ A]

/-- The operator `Σ_k = -i α_i α_j`, with `i, j, k` cyclic. For the Dirac matrices it is twice the
spin in units of `ħ`. -/
def spin (α : Fin 3 → A) (k : Fin 3) : A := (-I) • (α (k + 1) * α (k + 2))
```

The next theorem carries out the outer commutator for any $G$ that commutes with the $\alpha_i$ and has no curl. The equations `a10`, `a21` and `a02` bring the matrix products into cyclic order, and `t0`, `t1` and `t2` rewrite the spin term through them. The final `linear_combination` adds the three curl equations, each multiplied by its $\alpha_i\alpha_j$.

```lean
/-- For anticommuting involutions `α_i` that commute with the vector operators `p` and `G`,
where `[p_i, G_j] = [p_j, G_i]`, one has
`[α·p, α·G] = ∑ [p_k, G_k] - 2i Σ·(G × p)`. -/
theorem comm_kinetic_field {α p G : Fin 3 → A} (hsq : ∀ i, α i * α i = 1)
    (anti : ∀ i j, i ≠ j → α i * α j = -(α j * α i))
    (hp : ∀ i j, α i * p j = p j * α i) (hG : ∀ i j, α i * G j = G j * α i)
    (curl : ∀ i j, comm (p i) (G j) = comm (p j) (G i)) :
    comm (kinetic α p) (∑ j, α j * G j) =
      ∑ k, comm (p k) (G k) - (2 * I) • ∑ k, spin α k * cross G p k := by
  -- move the Dirac matrices to the left of the orbital operators
  have slide : ∀ a b x y : A, b * x = x * b → a * x * (b * y) = a * b * (x * y) := by
    intro a b x y h
    calc a * x * (b * y) = a * (x * b) * y := by noncomm_ring
      _ = a * b * (x * y) := by rw [← h]; noncomm_ring
  have s1 : ∀ i j, α i * p i * (α j * G j) = α i * α j * (p i * G j) :=
    fun i j => slide _ _ _ _ (hp j i)
  have s2 : ∀ i j, α i * G i * (α j * p j) = α i * α j * (G i * p j) :=
    fun i j => slide _ _ _ _ (hG j i)
  have a10 : α 1 * α 0 = -(α 0 * α 1) := anti 1 0 (by decide)
  have a21 : α 2 * α 1 = -(α 1 * α 2) := anti 2 1 (by decide)
  have a02 : α 0 * α 2 = -(α 2 * α 0) := anti 0 2 (by decide)
  -- write the spin term through products of two Dirac matrices
  have hI : 2 * I * (-I) = (2 : ℂ) := by linear_combination (-2 : ℂ) * I_mul_I
  have hs : ∀ k w, (2 * I) • (spin α k * w) = 2 * (α (k + 1) * α (k + 2) * w) := by
    intro k w
    rw [spin, smul_mul_assoc, smul_smul, hI, two_smul, two_mul]
  have t0 : (2 * I) • (spin α 0 * cross G p 0) =
      2 * (α 1 * α 2 * (G 1 * p 2 - G 2 * p 1)) := hs 0 _
  have t1 : (2 * I) • (spin α 1 * cross G p 1) =
      2 * (α 2 * α 0 * (G 2 * p 0 - G 0 * p 2)) := hs 1 _
  have t2 : (2 * I) • (spin α 2 * cross G p 2) =
      2 * (α 0 * α 1 * (G 0 * p 1 - G 1 * p 0)) := hs 2 _
  have k01 : p 0 * G 1 - G 1 * p 0 = p 1 * G 0 - G 0 * p 1 := curl 0 1
  have k12 : p 1 * G 2 - G 2 * p 1 = p 2 * G 1 - G 1 * p 2 := curl 1 2
  have k20 : p 2 * G 0 - G 0 * p 2 = p 0 * G 2 - G 2 * p 0 := curl 2 0
  simp only [Fin.sum_univ_three, smul_add, t0, t1, t2]
  simp only [comm, kinetic, Fin.sum_univ_three, mul_add, add_mul, s1, s2, hsq,
    a10, a21, a02, one_mul, neg_mul]
  -- the curl-free condition merges the two orderings of `p` and `G`
  linear_combination (norm := noncomm_ring)
    (α 0 * α 1) * k01 + (α 1 * α 2) * k12 + (α 2 * α 0) * k20
```

The main theorem rewrites the inner commutator, supplies the absence of curl, and checks that each $\alpha_i$ commutes with $G_j$.

```lean
/-- Darwin and spin-orbit terms: for a Dirac particle in a scalar potential,
`[α·p, [α·p, V]] = ∑ [p_k, [p_k, V]] - 2i Σ·(G × p)` with `G_j = [p_j, V]`. -/
theorem darwin_spin_orbit {α p : Fin 3 → A} {V : A} (h : DiracPotential α p V) :
    comm (kinetic α p) (comm (kinetic α p) V) =
      ∑ k, comm (p k) (comm (p k) V) -
        (2 * I) • ∑ k, spin α k * cross (grad p V) p k := by
  rw [comm_kinetic h.α_V]
  refine comm_kinetic_field h.sq h.anti h.α_p (fun i j => ?_) (grad_curl_free V h.p_comm)
  have c1 : Commute (α i) (p j) := h.α_p i j
  have c2 : Commute (α i) V := h.α_V i
  exact ((c1.mul_right c2).sub_right (c2.mul_right c1)).eq
```

## Conditions on the gradient: central and uniform fields

For a central potential $V(r)$, $G_j=-iWx_j$ with $W=V'(r)/r$. Substitution gives $-2i\cdot(-i)=-2$, so the second term is $-2\,\boldsymbol\Sigma\cdot(WL)$ with $L=x\times p$. The theorem assumes this form of $G_j$ and nothing more about `W` and `x`.

```lean
/-- Central potential: for a Dirac particle in a scalar potential `V` with `[p_j, V] = -i W x_j`,
the spin-orbit part of the double commutator `[α·p, [α·p, V]]` is `-2 Σ·(W L)` with `L = x × p`. -/
theorem central_potential {α p : Fin 3 → A} {V : A} (h : DiracPotential α p V)
    (W : A) (x : Fin 3 → A) (hG : ∀ j, grad p V j = (-I) • (W * x j)) :
    comm (kinetic α p) (comm (kinetic α p) V) =
      ∑ k, comm (p k) (comm (p k) V) - (2 : ℂ) • ∑ k, spin α k * (W * cross x p k) := by
  have hc : ∀ k, cross (grad p V) p k = (-I) • (W * cross x p k) := by
    intro k
    simp only [cross, hG, smul_mul_assoc, mul_sub, smul_sub, mul_assoc]
  have hI : 2 * I * (-I) = (2 : ℂ) := by linear_combination (-2 : ℂ) * I_mul_I
  rw [darwin_spin_orbit h]
  simp only [hc, mul_smul_comm]
  rw [← Finset.smul_sum, smul_smul, hI]
```

In a uniform field $G_j=-iF_j$ with numbers $F_j$. Here $F$ is the gradient of the potential energy, so the force is $-F$. Numbers commute with $p_k$, which removes the Darwin term. The rest is the previous theorem with $W=1$ and $F_j$ in place of $x_j$.

```lean
/-- Uniform field: for a Dirac particle in a scalar potential `V` with `[p_j, V] = -i F_j`, where
the `F_j` are numbers, the Darwin term vanishes and the double commutator `[α·p, [α·p, V]]` is
`-2 Σ·(F × p)`. -/
theorem uniform_field {α p : Fin 3 → A} {V : A} (h : DiracPotential α p V)
    (F : Fin 3 → ℂ) (hF : ∀ j, grad p V j = (-I) • (F j • (1 : A))) :
    comm (kinetic α p) (comm (kinetic α p) V) =
      -((2 : ℂ) • ∑ k, spin α k * cross (fun j => F j • (1 : A)) p k) := by
  have hD : ∀ k, comm (p k) (comm (p k) V) = 0 := by
    intro k
    change comm (p k) (grad p V k) = 0
    rw [hF, comm]
    simp only [mul_smul_comm, smul_mul_assoc, mul_one, one_mul, sub_self]
  rw [central_potential h 1 (fun j => F j • (1 : A)) (fun j => by rw [hF, one_mul])]
  simp only [hD, Finset.sum_const_zero, zero_sub, one_mul]
```

## Dirac matrices and derivatives satisfy all five conditions

A concrete model uses spinors with four polynomial components, $p_j=-i\partial_j$, and multiplication by any polynomial $\varphi$ as the potential. Nonzero polynomials are not square-integrable, so these spinors are not physical states; the model shows that the algebraic conditions can be met together.

```lean
/-- Operators on polynomial wave functions of three coordinates. -/
abbrev Op := Module.End ℂ (MvPolynomial (Fin 3) ℂ)

/-- The momentum operator `p_j = -i ∂_j` on polynomials. -/
def momentum (j : Fin 3) : Op := (-I) • (MvPolynomial.pderiv j).toLinearMap

/-- Multiplication of the wave function by a polynomial potential `φ`. -/
def potential (φ : MvPolynomial (Fin 3) ℂ) : Op := LinearMap.mulLeft ℂ φ

/-- The three Dirac matrices `α_i` in the standard representation. -/
def diracAlpha : Fin 3 → Matrix (Fin 4) (Fin 4) ℂ :=
  ![!![0, 0, 0, 1; 0, 0, 1, 0; 0, 1, 0, 0; 1, 0, 0, 0],
    !![0, 0, 0, -I; 0, 0, I, 0; 0, -I, 0, 0; I, 0, 0, 0],
    !![0, 0, 1, 0; 0, 0, 0, -1; 1, 0, 0, 0; 0, -1, 0, 0]]
```

The product rule gives $[p_j,\varphi]f=-i\,\partial_j(\varphi f)+i\varphi\,\partial_jf=-i(\partial_j\varphi)f$, so $G$ is the physical gradient up to the factor $-i$.

```lean
/-- On polynomial wave functions `[p_j, φ] = -i ∂_jφ`. -/
theorem grad_potential (φ : MvPolynomial (Fin 3) ℂ) (j : Fin 3) :
    grad momentum (potential φ) j = (-I) • potential (MvPolynomial.pderiv j φ) := by
  refine LinearMap.ext fun f => ?_
  change (-I) • MvPolynomial.pderiv j (φ * f) - φ * ((-I) • MvPolynomial.pderiv j f) =
    (-I) • (MvPolynomial.pderiv j φ * f)
  rw [Derivation.leibniz, smul_eq_mul, smul_eq_mul, mul_smul_comm, smul_add,
    add_sub_cancel_left, mul_comm f]
```

The momenta commute because the commutator of two partial derivatives is itself a derivation and vanishes on every coordinate, hence on every polynomial.

```lean
/-- The momentum operators on polynomials commute. -/
theorem momentum_comm (i j : Fin 3) : momentum i * momentum j = momentum j * momentum i := by
  have hX : ∀ a b k : Fin 3, MvPolynomial.pderiv a
      (MvPolynomial.pderiv b (MvPolynomial.X k : MvPolynomial (Fin 3) ℂ)) = 0 := by
    intro a b k
    by_cases h : k = b
    · subst h
      rw [MvPolynomial.pderiv_X_self, Derivation.map_one_eq_zero]
    · rw [MvPolynomial.pderiv_X_of_ne h, map_zero]
  -- the commutator of two partial derivatives is a derivation that kills the coordinates
  have hb : ⁅MvPolynomial.pderiv i, MvPolynomial.pderiv j⁆ =
      (0 : Derivation ℂ (MvPolynomial (Fin 3) ℂ) (MvPolynomial (Fin 3) ℂ)) :=
    MvPolynomial.derivation_ext fun k => by
      rw [Derivation.commutator_apply, hX, hX, sub_self, Derivation.zero_apply]
  refine LinearMap.ext fun f => ?_
  have h := DFunLike.congr_fun hb f
  rw [Derivation.commutator_apply, Derivation.zero_apply, sub_eq_zero] at h
  change (-I) • MvPolynomial.pderiv i ((-I) • MvPolynomial.pderiv j f) =
    (-I) • MvPolynomial.pderiv j ((-I) • MvPolynomial.pderiv i f)
  rw [Derivation.map_smul, Derivation.map_smul, h]
```

In the last theorem the squares and anticommutators of the $\alpha_i$ are checked entry by entry. The equation `hc` says that a numerical matrix commutes with an operator that acts alike on all components, which gives `α_p` and `α_V`.

```lean
set_option maxHeartbeats 400000 in
/-- The Dirac matrices, `p_j = -i ∂_j` and any polynomial potential `φ`, acting on
four-component polynomial spinors, satisfy the relations of `DiracPotential`. -/
theorem diracPotential_witness (φ : MvPolynomial (Fin 3) ℂ) :
    DiracPotential (A := Matrix (Fin 4) (Fin 4) Op)
      (fun i => (algebraMap ℂ Op).mapMatrix (diracAlpha i))
      (fun j => Matrix.diagonal fun _ => momentum j)
      (Matrix.diagonal fun _ => potential φ) := by
  have hsq : ∀ i, diracAlpha i * diracAlpha i = 1 := by
    intro i
    ext a b
    fin_cases i <;> fin_cases a <;> fin_cases b <;>
      simp [diracAlpha, Matrix.mul_apply, Fin.sum_univ_succ]
  have hanti : ∀ i j, i ≠ j → diracAlpha i * diracAlpha j = -(diracAlpha j * diracAlpha i) := by
    intro i j h
    ext a b
    fin_cases i <;> fin_cases j <;> fin_cases a <;> fin_cases b <;>
      simp [diracAlpha, Matrix.mul_apply, Fin.sum_univ_succ] at h ⊢
  -- numerical matrices commute with operators acting alike on all components
  have hc : ∀ (M : Matrix (Fin 4) (Fin 4) ℂ) (T : Op),
      (algebraMap ℂ Op).mapMatrix M * Matrix.diagonal (fun _ => T) =
        Matrix.diagonal (fun _ => T) * (algebraMap ℂ Op).mapMatrix M := by
    intro M T
    ext1 a b
    rw [Matrix.mul_diagonal, Matrix.diagonal_mul]
    exact Algebra.commutes (M a b) T
  refine ⟨fun i => ?_, fun i j h => ?_, fun i j => ?_, fun i j => hc _ _, fun i => hc _ _⟩
  · rw [← map_mul, hsq, map_one]
  · rw [← map_mul, ← map_mul, hanti i j h, map_neg]
  · simp only [Matrix.diagonal_mul_diagonal, momentum_comm i j]

end

end DarwinSpinOrbit
```

Applying the identity to a one-electron atom raises questions of domain: for square-integrable spinors and a Coulomb potential, the products of unbounded operators need a common domain, and the singularity at the nucleus needs separate treatment.

```lean
#print axioms DarwinSpinOrbit.darwin_spin_orbit
#print axioms DarwinSpinOrbit.uniform_field
#print axioms DarwinSpinOrbit.grad_potential
```

```
'DarwinSpinOrbit.darwin_spin_orbit' depends on axioms: [propext, Classical.choice, Quot.sound]
'DarwinSpinOrbit.uniform_field' depends on axioms: [propext, Classical.choice, Quot.sound]
'DarwinSpinOrbit.grad_potential' depends on axioms: [propext, Classical.choice, Quot.sound]
```
